# BCS states at distinct condensate phases become orthogonal as their pair-number variance diverges

To find the weight of the $n$-pair component in a BCS state, one rotates the condensate phase of the state by $\varphi$, takes the overlap with the unrotated state, and integrates over $\varphi$ from $0$ to $2\pi$ with the factor $e^{-in\varphi}/2\pi$. The modulus of that overlap decides which angles contribute noticeably. For a BCS product state on $M$ pair levels with given amplitudes $u_k, v_k$, normalised so that $|u_k|^2+|v_k|^2=1$ on each level, the code below derives this modulus in closed form, bounds it by exponentials, and, for angles that are not multiples of $\pi$, settles when it tends to zero as levels are added. The integral itself is left to the reader.

## Amplitudes on pair configurations

In Lean 4 with Mathlib:

```lean
import Mathlib

open Finset Filter Topology
open scoped ComplexConjugate

namespace BCSPhaseOverlap

noncomputable section
```

Mathlib is the mathematical library. The `open` lines give short names to finite sets, finite products and limits, and let us write `conj` for complex conjugation.

```lean
/-- Amplitude of the BCS state with condensate phase `φ` on `M` pair levels, for the configuration
in which exactly the levels in `S` are occupied by a pair. -/
def bcsAmplitude (u v : ℕ → ℂ) (M : ℕ) (φ : ℝ) (S : Finset ℕ) : ℂ :=
  (∏ k ∈ S, (Complex.exp (φ * Complex.I) * v k)) * ∏ k ∈ range M \ S, u k
```

In operator language the state is
$$|\varphi\rangle=\prod_{k<M}\bigl(u_k+e^{i\varphi}v_k\,b_k^\dagger\bigr)|\mathrm{vac}\rangle ,$$
where $b_k^\dagger$ creates a pair in level $k$. The code works with its expansion coefficients. If $S$ is the set of occupied levels, the coefficient is
$$A_\varphi(S)=\prod_{k\in S}e^{i\varphi}v_k\prod_{k\in\{0,\dots,M-1\}\setminus S}u_k .$$
The type `ℕ → ℂ` says that $u$ and $v$ are infinite sequences of complex numbers, and `range M` is the set $\{0,\dots,M-1\}$. The phase is counted per pair, not per electron. Broken pairs are absent from the model, and the amplitudes are given, not obtained from a gap equation.

```lean
/-- Inner product of the BCS states with phases `χ` and `φ`, summed over all pair configurations
of `M` levels. -/
def overlap (u v : ℕ → ℂ) (M : ℕ) (χ φ : ℝ) : ℂ :=
  ∑ S ∈ (range M).powerset, conj (bcsAmplitude u v M χ S) * bcsAmplitude u v M φ S
```

This is the inner product
$$\langle\chi|\varphi\rangle=\sum_{S\subseteq\{0,\dots,M-1\}}\overline{A_\chi(S)}\,A_\varphi(S),$$
with distinct configurations taken as orthonormal. The conjugate falls on the first state.

```lean
/-- Every level is normalised: `|u_k|² + |v_k|² = 1`. -/
def Normalised (u v : ℕ → ℂ) : Prop := ∀ k, ‖u k‖ ^ 2 + ‖v k‖ ^ 2 = 1
```

`Normalised u v` is a statement about the amplitudes, $|u_k|^2+|v_k|^2=1$ for every $k$. Every theorem below about the squared overlap takes it as a hypothesis, even where the comment above the theorem does not repeat it.

```lean
/-- The product `|u_k|² |v_k|²`; for a normalised level these factors are the probabilities that
level `k` is empty and occupied. -/
def pairWeight (u v : ℕ → ℂ) (k : ℕ) : ℝ := ‖u k‖ ^ 2 * ‖v k‖ ^ 2
```

Write $w_k=|u_k|^2|v_k|^2$ for the pair weight. With $p_k=|v_k|^2$ the probability that level $k$ holds a pair, normalisation gives $w_k=p_k(1-p_k)$, the variance of that occupation. The levels are independent in a BCS state, so $W_M=\sum_{k<M}w_k$ is the variance of the pair number.

## The overlap as a product over levels

```lean
/-- The overlap of two BCS states that differ in phase factorises over the pair levels. -/
theorem overlap_eq_prod (u v : ℕ → ℂ) (M : ℕ) (χ φ : ℝ) :
    overlap u v M χ φ = ∏ k ∈ range M, (((‖u k‖ ^ 2 : ℝ) : ℂ) +
      ((‖v k‖ ^ 2 : ℝ) : ℂ) * Complex.exp (((φ - χ : ℝ) : ℂ) * Complex.I)) := by
  have hn : ∀ z : ℂ, conj z * z = ((‖z‖ ^ 2 : ℝ) : ℂ) := fun z => by
    rw [mul_comm, Complex.mul_conj, Complex.normSq_eq_norm_sq]
  -- only the phase difference survives
  have he : conj (Complex.exp (χ * Complex.I)) * Complex.exp (φ * Complex.I)
      = Complex.exp (((φ - χ : ℝ) : ℂ) * Complex.I) := by
    rw [← Complex.exp_conj, ← Complex.exp_add, map_mul, Complex.conj_ofReal, Complex.conj_I]
    congr 1
    push_cast
    ring
  have hv : ∀ k, conj (Complex.exp (χ * Complex.I) * v k) * (Complex.exp (φ * Complex.I) * v k)
      = ((‖v k‖ ^ 2 : ℝ) : ℂ) * Complex.exp (((φ - χ : ℝ) : ℂ) * Complex.I) := fun k => by
    rw [map_mul, ← he, ← hn (v k)]
    ring
  symm
  -- expand the product over levels into a sum over configurations
  calc _ = ∏ k ∈ range M, (conj (Complex.exp (χ * Complex.I) * v k) *
          (Complex.exp (φ * Complex.I) * v k) + conj (u k) * u k) :=
        prod_congr rfl fun k _ => by rw [hv, hn, add_comm]
    _ = overlap u v M χ φ := by
        rw [prod_add]
        unfold overlap bcsAmplitude
        refine sum_congr rfl fun S _ => ?_
        simp only [prod_mul_distrib, map_mul, map_prod]
        ring
```

A theorem lists its data and hypotheses before the colon and its claim after it; the proof follows `:= by`. The claim here is
$$\langle\chi|\varphi\rangle=\prod_{k<M}\bigl(|u_k|^2+|v_k|^2e^{i(\varphi-\chi)}\bigr),$$
and it needs no normalisation. Annotations such as `(… : ℝ) : ℂ` merely regard a real number as complex.

An occupied level contributes $\overline{e^{i\chi}v_k}\,e^{i\varphi}v_k=|v_k|^2e^{i(\varphi-\chi)}$ to a term of the sum, and an empty one contributes $|u_k|^2$. Multiplying out the product means choosing one of the two summands for each level, and each choice is a configuration $S$. The auxiliary facts `hn`, `he` and `hv` compute the single-level contributions. The `calc` block then starts from the product, and `prod_add` multiplies it out into the sum over subsets.

```lean
/-- Squared modulus of the overlap factor of one level with empty and occupied probabilities
`a` and `b`, at phase difference `θ`. -/
theorem norm_sq_factor (a b θ : ℝ) (h : a + b = 1) :
    ‖(a : ℂ) + b * Complex.exp (θ * Complex.I)‖ ^ 2
      = 1 - 4 * (a * b) * Real.sin (θ / 2) ^ 2 := by
  have hre : ((a : ℂ) + b * Complex.exp (θ * Complex.I)).re = a + b * Real.cos θ := by
    simp [Complex.exp_ofReal_mul_I_re]
  have him : ((a : ℂ) + b * Complex.exp (θ * Complex.I)).im = b * Real.sin θ := by
    simp [Complex.exp_ofReal_mul_I_im]
  have hc : Real.cos θ = 1 - 2 * Real.sin (θ / 2) ^ 2 := by
    have h1 := Real.cos_two_mul (θ / 2)
    rw [show 2 * (θ / 2) = θ by ring] at h1
    linarith [Real.sin_sq_add_cos_sq (θ / 2)]
  rw [← Complex.normSq_eq_norm_sq, Complex.normSq_apply, hre, him]
  linear_combination b ^ 2 * Real.sin_sq_add_cos_sq θ + 2 * a * b * hc + (a + b + 1) * h
```

For real $a,b$ with $a+b=1$,
$$\begin{aligned}
|a+be^{i\theta}|^2&=(a+b\cos\theta)^2+b^2\sin^2\theta\\
&=a^2+b^2+2ab\cos\theta\\
&=(a+b)^2-4ab\sin^2(\theta/2)\\
&=1-4ab\sin^2(\theta/2).
\end{aligned}$$
The third line uses $\cos\theta=1-2\sin^2(\theta/2)$, which is `hc`. The facts `hre` and `him` supply the real and imaginary parts, and `linear_combination` adds up the stated multiples of the known equations to reach the goal.

```lean
/-- The squared overlap of two BCS states with phases `χ` and `φ` is the product over levels of
`1 - 4 |u_k|² |v_k|² sin²((φ - χ)/2)`. -/
theorem norm_sq_overlap {u v : ℕ → ℂ} (h : Normalised u v) (M : ℕ) (χ φ : ℝ) :
    ‖overlap u v M χ φ‖ ^ 2
      = ∏ k ∈ range M, (1 - 4 * pairWeight u v k * Real.sin ((φ - χ) / 2) ^ 2) := by
  rw [overlap_eq_prod, norm_prod, ← prod_pow]
  exact prod_congr rfl fun k _ => norm_sq_factor _ _ _ (h k)
```

The modulus of a product is the product of the moduli, so for normalised levels, where $|u_k|^2+|v_k|^2=1$, the previous result applies level by level with $a=|u_k|^2$, $b=|v_k|^2$ and $\theta=\varphi-\chi$:
$$|\langle\chi|\varphi\rangle|^2=\prod_{k<M}\bigl(1-4w_k\sin^2x\bigr),\qquad x=\frac{\varphi-\chi}{2}.$$
In terms of $p_k$, each factor is $1-4p_k(1-p_k)\sin^2x$.

## Exponential bounds from both sides

```lean
lemma pairWeight_nonneg (u v : ℕ → ℂ) (k : ℕ) : 0 ≤ pairWeight u v k := by
  unfold pairWeight
  positivity
```

The weights satisfy $w_k\ge0$, being products of squares.

```lean
/-- Each level's factor in the squared overlap is at least `cos²(x)`, with `x` half the phase
difference. -/
theorem cos_sq_le_factor {u v : ℕ → ℂ} (h : Normalised u v) (k : ℕ) (x : ℝ) :
    Real.cos x ^ 2 ≤ 1 - 4 * pairWeight u v k * Real.sin x ^ 2 := by
  have hw : 4 * pairWeight u v k ≤ 1 := by
    have hb : ‖v k‖ ^ 2 = 1 - ‖u k‖ ^ 2 := by linarith [h k]
    unfold pairWeight
    rw [hb]
    nlinarith [sq_nonneg (2 * ‖u k‖ ^ 2 - 1)]
  have h1 := mul_le_mul_of_nonneg_right hw (sq_nonneg (Real.sin x))
  linarith [Real.sin_sq_add_cos_sq x]
```

With $a=|u_k|^2$, normalisation gives $1-4w_k=1-4a(1-a)=(2a-1)^2\ge0$, so $4w_k\le1$. Hence
$$1-4w_k\sin^2x\ \ge\ 1-\sin^2x=\cos^2x .$$
The tactic `nlinarith` proves the first inequality once it is handed the square.

```lean
/-- The squared overlap is at most `exp (-4 W sin²((φ - χ)/2))`, where `W` is the sum of the pair
weights of the `M` levels. -/
theorem norm_sq_overlap_le {u v : ℕ → ℂ} (h : Normalised u v) (M : ℕ) (χ φ : ℝ) :
    ‖overlap u v M χ φ‖ ^ 2
      ≤ Real.exp (-(4 * Real.sin ((φ - χ) / 2) ^ 2 * ∑ k ∈ range M, pairWeight u v k)) := by
  rw [norm_sq_overlap h, mul_sum, ← sum_neg_distrib, Real.exp_sum]
  refine prod_le_prod (fun k _ => (sq_nonneg _).trans (cos_sq_le_factor h k _)) fun k _ => ?_
  linarith [Real.add_one_le_exp (-(4 * Real.sin ((φ - χ) / 2) ^ 2 * pairWeight u v k))]
```

For every real $y$ one has $1-y\le e^{-y}$. Put $y=4w_k\sin^2x$ and multiply over the levels:
$$|\langle\chi|\varphi\rangle|^2\le e^{-4W_M\sin^2x}.$$
Multiplying inequalities in this way requires nonnegative left-hand factors, which the preceding cosine bound guarantees. In the projection integral, a large pair-number variance therefore makes the integrand small except close to the two ends of the interval, $\varphi=0$ and $\varphi=2\pi$, which describe the same phase.

```lean
/-- For a phase difference that is not an odd multiple of `π`, the squared overlap is bounded
below by an exponential of the summed pair weights. -/
theorem le_norm_sq_overlap {u v : ℕ → ℂ} (h : Normalised u v) (M : ℕ) {χ φ : ℝ}
    (hc : Real.cos ((φ - χ) / 2) ≠ 0) :
    Real.exp (-(4 * Real.tan ((φ - χ) / 2) ^ 2 * ∑ k ∈ range M, pairWeight u v k))
      ≤ ‖overlap u v M χ φ‖ ^ 2 := by
  rw [norm_sq_overlap h, mul_sum, ← sum_neg_distrib, Real.exp_sum]
  refine prod_le_prod (fun k _ => (Real.exp_pos _).le) fun k _ => ?_
  have hf := cos_sq_le_factor h k ((φ - χ) / 2)
  have ht := Real.tan_mul_cos hc
  have hw := pairWeight_nonneg u v k
  set x := (φ - χ) / 2
  set w := pairWeight u v k
  have hy : 0 ≤ 4 * Real.tan x ^ 2 * w := by positivity
  have hyc : Real.cos x ^ 2 * (4 * Real.tan x ^ 2 * w) = 4 * w * Real.sin x ^ 2 := by
    rw [← ht]
    ring
  have hq : 0 ≤ 1 - 4 * w * Real.sin x ^ 2 := (sq_nonneg _).trans hf
  -- the factor times `exp y` is at least one
  have h1 : 1 ≤ (1 - 4 * w * Real.sin x ^ 2) * Real.exp (4 * Real.tan x ^ 2 * w) := by
    have h2 := mul_le_mul_of_nonneg_right hf hy
    have h3 := mul_le_mul_of_nonneg_left (Real.add_one_le_exp (4 * Real.tan x ^ 2 * w)) hq
    linarith
  have h4 := mul_le_mul_of_nonneg_left h1 (Real.exp_pos (-(4 * Real.tan x ^ 2 * w))).le
  have h5 : Real.exp (-(4 * Real.tan x ^ 2 * w)) * Real.exp (4 * Real.tan x ^ 2 * w) = 1 := by
    rw [← Real.exp_add, neg_add_cancel, Real.exp_zero]
  linear_combination h4 + (1 - 4 * w * Real.sin x ^ 2) * h5
```

The opposite bound is
$$e^{-4W_M\tan^2x}\le|\langle\chi|\varphi\rangle|^2\qquad(\cos x\neq0).$$
For one level, let $f=1-4w_k\sin^2x$ and $y=4w_k\tan^2x$. Since $f\ge\cos^2x$ and $e^y\ge1+y$,
$$fe^{y}\ \ge\ f+fy\ \ge\ f+y\cos^2x=f+4w_k\sin^2x=1 .$$
So $f\ge e^{-y}$, and the product over levels gives the claim. In the code, `h2` and `h3` are the two inequalities, `h1` is $fe^y\ge1$, and `h4` and `h5` multiply by $e^{-y}$.

## Orthogonality as levels are added

```lean
/-- If the pair weights have a divergent sum, BCS states whose phases differ by no multiple of
`2π` become orthogonal as the number of levels grows. -/
theorem overlap_tendsto_zero {u v : ℕ → ℂ} (h : Normalised u v) {χ φ : ℝ}
    (hs : Real.sin ((φ - χ) / 2) ≠ 0) (hw : ¬ Summable (pairWeight u v)) :
    Tendsto (fun M => ‖overlap u v M χ φ‖ ^ 2) atTop (𝓝 0) := by
  have hsum := (not_summable_iff_tendsto_nat_atTop_of_nonneg (pairWeight_nonneg u v)).1 hw
  have hpos : 0 < 4 * Real.sin ((φ - χ) / 2) ^ 2 := by positivity
  exact squeeze_zero (fun M => sq_nonneg _) (fun M => norm_sq_overlap_le h M χ φ)
    (Real.tendsto_exp_neg_atTop_nhds_zero.comp (hsum.const_mul_atTop hpos))
```

`Tendsto … atTop (𝓝 0)` reads "tends to $0$ as $M\to\infty$", and `¬ Summable` says that $\sum_kw_k$ does not converge. Physically, the pair-number variance grows without limit. The condition $\sin x\neq0$ says that the phases differ by no multiple of $2\pi$.

Because the weights are nonnegative, a divergent sum means $W_M\to\infty$. The upper bound then tends to zero, and `squeeze_zero` traps the squared overlap between zero and that bound.

The limit keeps the amplitudes of existing levels fixed while new ones are appended. If a larger volume changes all the levels, this limit statement does not apply directly, but the bounds at each finite $M$ do.

```lean
/-- For phase differences that are not multiples of `π`, the overlap vanishes in the limit of
many levels exactly when the sum of the pair weights diverges. -/
theorem overlap_tendsto_zero_iff {u v : ℕ → ℂ} (h : Normalised u v) {χ φ : ℝ}
    (hs : Real.sin ((φ - χ) / 2) ≠ 0) (hc : Real.cos ((φ - χ) / 2) ≠ 0) :
    Tendsto (fun M => ‖overlap u v M χ φ‖ ^ 2) atTop (𝓝 0) ↔ ¬ Summable (pairWeight u v) := by
  refine ⟨fun ht hsum => ?_, overlap_tendsto_zero h hs⟩
  -- a convergent sum keeps the overlap above a fixed positive number
  have hb : ∀ M, Real.exp (-(4 * Real.tan ((φ - χ) / 2) ^ 2 * ∑' k, pairWeight u v k))
      ≤ ‖overlap u v M χ φ‖ ^ 2 := fun M => by
    refine le_trans (Real.exp_le_exp.2 (neg_le_neg ?_)) (le_norm_sq_overlap h M hc)
    exact mul_le_mul_of_nonneg_left
      (hsum.sum_le_tsum (range M) fun k _ => pairWeight_nonneg u v k) (by positivity)
  exact not_le_of_gt (Real.exp_pos _) (ge_of_tendsto' ht hb)
```

When $\cos x$ is also nonzero, divergence is necessary as well as sufficient. Suppose $\sum_kw_k$ converges to $W$. Then $W_M\le W$, and the lower bound gives
$$|\langle\chi|\varphi\rangle|^2\ge e^{-4W\tan^2x}>0$$
for every $M$, so the limit cannot be zero. This is `hb` followed by the last line of the proof; the other direction is the previous theorem.

```lean
/-- If every pair weight is at least `d > 0` and the phases differ by no multiple of `2π`, the
squared overlap is bounded by a decaying exponential in the number of levels, and it tends to zero.
-/
theorem overlap_decay_of_uniform {u v : ℕ → ℂ} (h : Normalised u v) {χ φ d : ℝ}
    (hs : Real.sin ((φ - χ) / 2) ≠ 0) (hd : 0 < d) (hw : ∀ k, d ≤ pairWeight u v k) :
    (∀ M : ℕ, ‖overlap u v M χ φ‖ ^ 2
      ≤ Real.exp (-(4 * Real.sin ((φ - χ) / 2) ^ 2 * (M * d)))) ∧
    Tendsto (fun M => ‖overlap u v M χ φ‖ ^ 2) atTop (𝓝 0) := by
  refine ⟨fun M => ?_, overlap_tendsto_zero h hs fun hsum => ?_⟩
  · refine (norm_sq_overlap_le h M χ φ).trans (Real.exp_le_exp.2 (neg_le_neg ?_))
    refine mul_le_mul_of_nonneg_left ?_ (by positivity)
    calc (M : ℝ) * d = ∑ _k ∈ range M, d := by simp
      _ ≤ ∑ k ∈ range M, pairWeight u v k := sum_le_sum fun k _ => hw k
  · exact not_le_of_gt hd (ge_of_tendsto' hsum.tendsto_atTop_zero hw)
```

Now suppose $w_k\ge d>0$ for all $k$, so that every level is partially occupied by at least a fixed margin. In BCS theory $w_k=|\Delta|^2/(4E_k^2)$, with gap $\Delta$ and quasiparticle energy $E_k$, so the condition describes levels in a bounded energy window around the Fermi level at a fixed nonzero gap. Then $W_M\ge Md$, and
$$|\langle\chi|\varphi\rangle|^2\le e^{-4Md\sin^2x}.$$
The theorem joins this bound, for every $M$, to the limit zero by the symbol `∧`, "and". For the limit, the proof notes that the terms of a convergent series tend to zero, which terms bounded below by $d$ cannot do.

## Exact orthogonality at phase difference π

```lean
/-- One half-filled level makes BCS states with phase difference `π` exactly orthogonal, for any
finite number of levels that includes it. -/
theorem overlap_eq_zero_of_half_filled {u v : ℕ → ℂ} {M j : ℕ} (hj : j < M) (χ : ℝ)
    (hu : ‖u j‖ ^ 2 = 1 / 2) (hv : ‖v j‖ ^ 2 = 1 / 2) :
    overlap u v M χ (χ + Real.pi) = 0 := by
  rw [overlap_eq_prod]
  refine prod_eq_zero (mem_range.2 hj) ?_
  rw [hu, hv, add_sub_cancel_left, Complex.exp_pi_mul_I]
  norm_num

end

end BCSPhaseOverlap
```

If level $j<M$ has $|u_j|^2=|v_j|^2=\tfrac12$ and the phases differ by $\pi$, its factor is $\tfrac12+\tfrac12e^{i\pi}=0$, and `prod_eq_zero` makes the whole product vanish. Nothing is required of the other levels.

This shows what fails in the "exactly when" theorem without the condition $\cos x\neq0$. Let level $0$ be half filled and all others empty, with $u_k=1$ and $v_k=0$ for $k\ge1$. The weights sum to $\tfrac14$, a convergent series, yet at phase difference $\pi$ the overlap is zero for every $M\ge1$. A vanishing overlap at that angle can thus come from a single level and need not signal a growing pair-number variance.

```lean
#print axioms BCSPhaseOverlap.overlap_tendsto_zero
#print axioms BCSPhaseOverlap.overlap_tendsto_zero_iff
#print axioms BCSPhaseOverlap.overlap_decay_of_uniform
#print axioms BCSPhaseOverlap.overlap_eq_zero_of_half_filled
```

```
'BCSPhaseOverlap.overlap_tendsto_zero' depends on axioms: [propext, Classical.choice, Quot.sound]
'BCSPhaseOverlap.overlap_tendsto_zero_iff' depends on axioms: [propext, Classical.choice, Quot.sound]
'BCSPhaseOverlap.overlap_decay_of_uniform' depends on axioms: [propext, Classical.choice, Quot.sound]
'BCSPhaseOverlap.overlap_eq_zero_of_half_filled' depends on axioms: [propext, Classical.choice, Quot.sound]
```
